# In the Born approximation, the transport time for screened charged lines grows with wave number as $(1+4\lambda^2k^2)^{3/2}$

Carriers scatter off parallel charged dislocation lines with screening length $\lambda$; let $k$ be their wave number in the plane normal to the lines. Suppose the total scattering rate is used as the rate at which their momentum in that plane decays. The relaxation time then comes out too short by a factor $1+2\lambda^2k^2$, which is already 9 at $\lambda k=2$. Most collisions at large $\lambda k$ deflect the carrier only slightly and hardly degrade the current. The correct rate weights each deflection by $1-\cos\theta$, and for this potential the weighted integral has a closed form.

The result bears on semiclassical mobility calculations for dislocated semiconductors, within a model of non-interacting carriers in a parabolic, isotropic band, elastic scattering in the Born approximation and independent parallel lines.

```lean
import Mathlib

open scoped Real

namespace ScreenedDislocation

noncomputable section
```

The file loads the mathematical library Mathlib and makes the symbol `π` available.

## The potential and the rates

```lean
/-- Fourier transform at wave number `q` of the potential of a charged line with strength `A`
and screening length `lam`; the domain is `lam ≠ 0`. -/
def screenedLine (A lam q : ℝ) : ℝ := A / (q ^ 2 + 1 / lam ^ 2)
```

This is the two-dimensional Fourier transform of the potential energy,
$$V(q)=\frac{A}{q^2+1/\lambda^2}.$$
The strength $A$ stands for the carrier charge times the line charge per length, divided by the permittivity. The length $\lambda$, written `lam`, represents the response of the mobile charges and is a fixed parameter here. All quantities are real numbers, so units are left to the reader.

```lean
/-- Golden-rule rate in the plane normal to the lines, for areal line density `n`, mass `m`,
wave number `k`, potential `V` and angular weight `w`; the domain is `hbar ≠ 0`. -/
def goldenRuleRate (n m hbar : ℝ) (V w : ℝ → ℝ) (k : ℝ) : ℝ :=
  n * m / (2 * π * hbar ^ 3) *
    ∫ θ in (0 : ℝ)..(2 * π), V (2 * k * Real.sin (θ / 2)) ^ 2 * w θ
```

For lines of areal density $n$ and carriers of mass $m$, the rate with angular weight $w$ is
$$\frac{nm}{2\pi\hbar^3}\int_0^{2\pi}V\!\left(2k\sin\tfrac{\theta}{2}\right)^2w(\theta)\,d\theta .$$
Here $k$ is the wave number in the plane normal to the lines, and $2k\sin(\theta/2)$ is the momentum transfer, divided by $\hbar$, in an elastic deflection by $\theta$. The prefactor comes from Fermi's golden rule with a parabolic, isotropic band. The file takes this formula as a definition and does not derive it from the Schrödinger equation.

```lean
/-- Momentum relaxation rate for screened lines: each deflection by `θ` counts with weight
`1 - cos θ`. The domain is `hbar ≠ 0`, `lam ≠ 0`. -/
def transportRate (n m hbar A lam k : ℝ) : ℝ :=
  goldenRuleRate n m hbar (screenedLine A lam) (fun θ => 1 - Real.cos θ) k
```

The momentum relaxation rate uses $w(\theta)=1-\cos\theta$, the fraction of forward momentum lost in a deflection. In Lean, `fun θ => ...` denotes the function itself.

```lean
/-- Total scattering rate for screened lines: all deflections count equally.
The domain is `hbar ≠ 0`, `lam ≠ 0`. -/
def totalRate (n m hbar A lam k : ℝ) : ℝ :=
  goldenRuleRate n m hbar (screenedLine A lam) (fun _ => 1) k
```

The total rate uses $w=1$. Its inverse is the single-particle lifetime.

```lean
/-- Transport time, the inverse of the momentum relaxation rate; the domain is
`hbar ≠ 0`, `lam ≠ 0` and a nonzero rate. -/
def transportTime (n m hbar A lam k : ℝ) : ℝ := 1 / transportRate n m hbar A lam k
```

The transport time $\tau$ is the inverse of the momentum relaxation rate. Lean assigns $1/0$ the value 0, so this definition has its physical meaning only when the rate is nonzero; the theorem on the transport time proves that it is positive.

## Two integrals over the circle

```lean
/-- The half-angle formula for the squared sine. -/
lemma sin_half_sq (θ : ℝ) : Real.sin (θ / 2) ^ 2 = (1 - Real.cos θ) / 2 := by
  have h := Real.cos_two_mul (θ / 2)
  rw [show 2 * (θ / 2) = θ by ring] at h
  linarith [Real.sin_sq_add_cos_sq (θ / 2)]
```

This is $\sin^2(\theta/2)=(1-\cos\theta)/2$, obtained from the double-angle formula.

```lean
/-- The screening denominator is positive at every angle when `b > -1`. -/
lemma denom_pos {b : ℝ} (hb : -1 < b) (θ : ℝ) : 0 < 1 + b * Real.sin (θ / 2) ^ 2 := by
  have h0 := sq_nonneg (Real.sin (θ / 2))
  have h1 := Real.sin_sq_le_one (θ / 2)
  rcases le_total 0 b with h | h
  · nlinarith [mul_nonneg h h0]
  · nlinarith [mul_nonneg (neg_nonneg.2 h) (sub_nonneg.2 h1)]
```

Write $D(\theta)=1+b\sin^2(\theta/2)$. The hypothesis `hb : -1 < b` guarantees $D>0$ at every angle, because $D$ lies between $1$ and $1+b$. The proof treats the two signs of $b$ separately. Physically $b=4\lambda^2k^2\ge0$, so the condition always holds.

```lean
/-- For `b > -1`, the inverse screening denominator integrates over the circle
to `2π / √(1 + b)`. -/
theorem integral_inv_denom {b : ℝ} (hb : -1 < b) :
    ∫ θ in (0 : ℝ)..(2 * π), 1 / (1 + b * Real.sin (θ / 2) ^ 2) = 2 * π / √(1 + b) := by
  obtain ⟨s, hs⟩ : ∃ s, s = √(1 + b) := ⟨_, rfl⟩
  have hs0 : 0 < s := by rw [hs]; exact Real.sqrt_pos.2 (by linarith)
  have hs2 : s ^ 2 = 1 + b := by rw [hs]; exact Real.sq_sqrt (by linarith)
  rw [← hs]
  have hE : ∀ θ, 0 < (s + 1) - (s - 1) * Real.cos θ := by
    intro θ
    rcases le_total 1 s with h | h
    · nlinarith [mul_nonneg (sub_nonneg.2 h) (sub_nonneg.2 (Real.cos_le_one θ))]
    · nlinarith [mul_nonneg (sub_nonneg.2 h)
        (by linarith [Real.neg_one_le_cos θ] : 0 ≤ 1 + Real.cos θ)]
  have fin : ∀ D E X : ℝ, D ≠ 0 → E ≠ 0 → X = 2 * s - 2 * D →
      (1 + 2 * (1 / (4 * D / E ^ 2) * (X / E ^ 2))) / s = 1 / D := by
    intro D E X hD hE hX
    rw [hX]
    field_simp
    ring
  -- an antiderivative that is smooth on the whole circle
  have hder : ∀ θ, HasDerivAt (fun t => (t + 2 * Real.arctan
      ((s - 1) * Real.sin t / ((s + 1) - (s - 1) * Real.cos t))) / s)
      (1 / (1 + b * Real.sin (θ / 2) ^ 2)) θ := by
    intro θ
    have hsc := Real.sin_sq_add_cos_sq θ
    have hD := denom_pos hb θ
    have hE2 := pow_ne_zero 2 (hE θ).ne'
    have h1 := ((Real.hasDerivAt_sin θ).const_mul (s - 1)).fun_div
      (((Real.hasDerivAt_cos θ).const_mul (s - 1)).const_sub (s + 1)) (hE θ).ne'
    have h2 := ((hasDerivAt_id' θ).fun_add (h1.arctan.const_mul 2)).div_const s
    refine h2.congr_deriv ?_
    rw [sin_half_sq] at hD ⊢
    have key : 1 + ((s - 1) * Real.sin θ / ((s + 1) - (s - 1) * Real.cos θ)) ^ 2
        = 4 * (1 + b * ((1 - Real.cos θ) / 2)) / ((s + 1) - (s - 1) * Real.cos θ) ^ 2 := by
      rw [div_pow, eq_div_iff hE2, add_mul, div_mul_cancel₀ _ hE2]
      linear_combination (s - 1) ^ 2 * hsc + 2 * (1 - Real.cos θ) * hs2
    rw [key]
    refine fin _ _ _ hD.ne' (hE θ).ne' ?_
    linear_combination -(s - 1) ^ 2 * hsc - (1 - Real.cos θ) * hs2
  have hc : Continuous fun θ : ℝ => 1 / (1 + b * Real.sin (θ / 2) ^ 2) :=
    continuous_const.div (by fun_prop) fun θ => (denom_pos hb θ).ne'
  rw [intervalIntegral.integral_eq_sub_of_hasDerivAt (fun θ _ => hder θ)
    (hc.intervalIntegrable _ _)]
  simp
```

The statement reads $\int_0^{2\pi}d\theta/D=2\pi/\sqrt{1+b}$. The familiar substitution $\tan(\theta/2)$ gives an antiderivative that jumps at $\theta=\pi$, so the proof uses a smooth one. With $s=\sqrt{1+b}$ and $E=(s+1)-(s-1)\cos\theta$, take
$$F(\theta)=\frac1s\left[\theta+2\arctan u\right],\qquad u=\frac{(s-1)\sin\theta}{E}.$$
The denominator $E$ lies between $2$ and $2s$, so it is positive (`hE`). Using $s^2=1+b$, one finds
$$1+u^2=\frac{4D}{E^2},\qquad u'=\frac{(s^2-1)\cos\theta-(s-1)^2}{E^2}=\frac{2s-2D}{E^2}.$$
Therefore
$$F'=\frac1s\left[1+\frac{2u'}{1+u^2}\right]=\frac1s\left[1+\frac{s-D}{D}\right]=\frac1D .$$
In the code, `key` is the formula for $1+u^2$, `fin` is the last simplification, and `hder` states $F'=1/D$. The fundamental theorem of calculus then gives $F(2\pi)-F(0)=2\pi/s$, since the arctangent vanishes at both ends.

```lean
/-- The transport-weighted integrand is continuous in the angle when `b > -1`. -/
lemma continuous_transport {b : ℝ} (hb : -1 < b) :
    Continuous fun θ : ℝ => (1 - Real.cos θ) / (1 + b * Real.sin (θ / 2) ^ 2) ^ 2 :=
  Continuous.div (by fun_prop) (by fun_prop) fun θ => pow_ne_zero 2 (denom_pos hb θ).ne'
```

The transport integrand is continuous, and hence integrable, because its denominator never vanishes.

```lean
/-- Integration by parts over the circle, for `b > -1`: the integral of the inverse denominator
is `1 + b` times the transport integral. -/
theorem integral_by_parts {b : ℝ} (hb : -1 < b) :
    ∫ θ in (0 : ℝ)..(2 * π), 1 / (1 + b * Real.sin (θ / 2) ^ 2) =
      (1 + b) * ∫ θ in (0 : ℝ)..(2 * π),
        (1 - Real.cos θ) / (1 + b * Real.sin (θ / 2) ^ 2) ^ 2 := by
  have aux : ∀ D X : ℝ, D ≠ 0 →
      1 / D - (1 + b) * (X / D ^ 2) = (D - (1 + b) * X) / D ^ 2 := by
    intro D X hD
    field_simp
  have hder : ∀ θ, HasDerivAt (fun t => Real.sin t / (1 + b * ((1 - Real.cos t) / 2)))
      (1 / (1 + b * Real.sin (θ / 2) ^ 2) -
        (1 + b) * ((1 - Real.cos θ) / (1 + b * Real.sin (θ / 2) ^ 2) ^ 2)) θ := by
    intro θ
    have hD := denom_pos hb θ
    rw [sin_half_sq] at hD ⊢
    have h := (Real.hasDerivAt_sin θ).fun_div
      (((((Real.hasDerivAt_cos θ).const_sub 1).div_const 2).const_mul b).const_add 1) hD.ne'
    refine h.congr_deriv ?_
    rw [aux _ _ hD.ne']
    congr 1
    linear_combination -(b / 2) * Real.sin_sq_add_cos_sq θ
  have hc : Continuous fun θ : ℝ => 1 / (1 + b * Real.sin (θ / 2) ^ 2) :=
    continuous_const.div (by fun_prop) fun θ => (denom_pos hb θ).ne'
  have h1 := hc.intervalIntegrable (μ := MeasureTheory.volume) 0 (2 * π)
  have h2 := ((continuous_transport hb).intervalIntegrable
    (μ := MeasureTheory.volume) 0 (2 * π)).const_mul (1 + b)
  -- the boundary terms vanish by periodicity
  have h0 := intervalIntegral.integral_eq_sub_of_hasDerivAt (fun θ _ => hder θ) (h1.sub h2)
  rw [intervalIntegral.integral_sub h1 h2, intervalIntegral.integral_const_mul,
    Real.sin_two_pi, Real.sin_zero, zero_div, zero_div, sub_zero] at h0
  linarith
```

Let $I=\int_0^{2\pi}(1-\cos\theta)/D^2\,d\theta$. The theorem says $\int_0^{2\pi}d\theta/D=(1+b)I$. Since $D'=\tfrac b2\sin\theta$, the quotient rule gives
$$\frac{d}{d\theta}\frac{\sin\theta}{D}=\frac{D\cos\theta-\frac b2\sin^2\theta}{D^2}=\frac{(1+\frac b2)\cos\theta-\frac b2}{D^2}.$$
The numerator equals $D-(1+b)(1-\cos\theta)$, so
$$\frac{d}{d\theta}\frac{\sin\theta}{D}=\frac1D-(1+b)\frac{1-\cos\theta}{D^2}.$$
The left side integrates to zero because $\sin\theta$ vanishes at $0$ and $2\pi$. In Lean, `hder` is the derivative identity and `h0` is its integral; the tactic `linear_combination` checks the algebra, given $\sin^2\theta+\cos^2\theta=1$.

```lean
/-- For `b > -1`, the transport integral of a screened line is `2π (1 + b)^(-3/2)`. -/
theorem transport_integral {b : ℝ} (hb : -1 < b) :
    ∫ θ in (0 : ℝ)..(2 * π), (1 - Real.cos θ) / (1 + b * Real.sin (θ / 2) ^ 2) ^ 2 =
      2 * π * (1 + b) ^ (-(3 / 2) : ℝ) := by
  have hx : 0 < 1 + b := by linarith
  have hs := Real.sqrt_pos.2 hx
  have hp : (1 + b) ^ (3 / 2 : ℝ) = (1 + b) * √(1 + b) := by
    rw [show (3 / 2 : ℝ) = 1 + 1 / 2 by norm_num, Real.rpow_add hx, Real.rpow_one,
      Real.sqrt_eq_rpow]
  have h := (integral_by_parts hb).symm.trans (integral_inv_denom hb)
  rw [eq_div_iff hs.ne'] at h
  rw [Real.rpow_neg hx.le, hp, ← div_eq_mul_inv, eq_div_iff (mul_pos hx hs).ne']
  linear_combination h
```

Combining the two results gives
$$I=\frac{1}{1+b}\,\frac{2\pi}{\sqrt{1+b}}=2\pi(1+b)^{-3/2}.$$
The annotation `(-(3 / 2) : ℝ)` makes the exponent a real number. The step `hp` rewrites $(1+b)^{3/2}$ as $(1+b)\sqrt{1+b}$.

## From the integral to the transport time

```lean
/-- For a nonzero screening length, the golden-rule rate of screened lines with any angular
weight, written with the dimensionless parameter `4 lam² k²`. -/
lemma rate_eq (n m hbar A k : ℝ) {lam : ℝ} (hl : lam ≠ 0) (w : ℝ → ℝ) :
    goldenRuleRate n m hbar (screenedLine A lam) w k =
      n * m / (2 * π * hbar ^ 3) * (A ^ 2 * lam ^ 4 * ∫ θ in (0 : ℝ)..(2 * π),
        w θ / (1 + 4 * lam ^ 2 * k ^ 2 * Real.sin (θ / 2) ^ 2) ^ 2) := by
  unfold goldenRuleRate screenedLine
  congr 1
  rw [← intervalIntegral.integral_const_mul]
  apply intervalIntegral.integral_congr
  intro θ _
  have h : (2 * k * Real.sin (θ / 2)) ^ 2 + 1 / lam ^ 2 =
      (1 + 4 * lam ^ 2 * k ^ 2 * Real.sin (θ / 2) ^ 2) / lam ^ 2 := by
    field_simp
    ring
  beta_reduce
  rw [h, div_div_eq_mul_div, div_pow]
  ring
```

With $q=2k\sin(\theta/2)$ and $b=4\lambda^2k^2$,
$$q^2+\frac1{\lambda^2}=\frac{1+b\sin^2(\theta/2)}{\lambda^2},\qquad V(q)^2=\frac{A^2\lambda^4}{D^2}.$$
The constant $A^2\lambda^4$ moves outside the integral. This works for any weight $w$, so the lemma serves both rates.

```lean
/-- Screened charged lines of positive density and nonzero strength relax the momentum at a
positive rate, and the transport time is proportional to `(1 + 4 lam² k²)^(3/2)`, for positive
mass, `hbar` and screening length. -/
theorem transportTime_eq {n m hbar A lam : ℝ} (hn : 0 < n) (hm : 0 < m) (hh : 0 < hbar)
    (hA : A ≠ 0) (hl : 0 < lam) (k : ℝ) :
    0 < transportRate n m hbar A lam k ∧
      transportTime n m hbar A lam k =
        hbar ^ 3 * (1 + 4 * lam ^ 2 * k ^ 2) ^ (3 / 2 : ℝ) / (n * m * A ^ 2 * lam ^ 4) := by
  have hb : 0 ≤ 4 * lam ^ 2 * k ^ 2 := by positivity
  have hP : 0 < (1 + 4 * lam ^ 2 * k ^ 2) ^ (3 / 2 : ℝ) := Real.rpow_pos_of_pos (by linarith) _
  have hr : transportRate n m hbar A lam k = n * m * A ^ 2 * lam ^ 4 /
      (hbar ^ 3 * (1 + 4 * lam ^ 2 * k ^ 2) ^ (3 / 2 : ℝ)) := by
    unfold transportRate
    rw [rate_eq n m hbar A k hl.ne', transport_integral (by linarith),
      Real.rpow_neg (by linarith)]
    generalize (1 + 4 * lam ^ 2 * k ^ 2) ^ (3 / 2 : ℝ) = P at hP
    have hpi := Real.pi_pos
    field_simp
  refine ⟨?_, ?_⟩
  · rw [hr]
    positivity
  · rw [transportTime, hr, one_div_div]
```

The hypotheses say that $n$, $m$, $\hbar$ and $\lambda$ are positive and that $A\neq0$; the line may attract or repel, since only $A^2$ enters. The symbol `∧` means "and": the momentum relaxation rate is positive, and the transport time has the stated value. Inserting $I$ into the rate cancels the factor $2\pi$:
$$\frac1\tau=\frac{nm}{2\pi\hbar^3}A^2\lambda^4\,2\pi(1+b)^{-3/2}=\frac{nmA^2\lambda^4}{\hbar^3(1+4\lambda^2k^2)^{3/2}} .$$
This is `hr` in the proof. Every factor is positive. Inversion gives the transport time, which is proportional to $(1+4\lambda^2k^2)^{3/2}$ as a function of $k$ at fixed $\lambda$; the prefactor also depends on $\lambda$:
$$\tau=\frac{\hbar^3(1+4\lambda^2k^2)^{3/2}}{nmA^2\lambda^4}.$$

```lean
/-- Under the same conditions the transport time grows strictly with the wave number
`k ≥ 0`. -/
theorem transportTime_strictMonoOn {n m hbar A lam : ℝ} (hn : 0 < n) (hm : 0 < m)
    (hh : 0 < hbar) (hA : A ≠ 0) (hl : 0 < lam) :
    StrictMonoOn (transportTime n m hbar A lam) (Set.Ici 0) := by
  intro x hx y _ hxy
  have hx0 : 0 ≤ x := hx
  have hsq : x ^ 2 < y ^ 2 := by nlinarith
  have hbase : 1 + 4 * lam ^ 2 * x ^ 2 < 1 + 4 * lam ^ 2 * y ^ 2 := by
    nlinarith [mul_pos (pow_pos hl 2) (sub_pos.2 hsq)]
  have hpow := Real.rpow_lt_rpow (by positivity) hbase (by norm_num : (0 : ℝ) < 3 / 2)
  rw [(transportTime_eq hn hm hh hA hl x).2, (transportTime_eq hn hm hh hA hl y).2]
  exact div_lt_div_of_pos_right (mul_lt_mul_of_pos_left hpow (by positivity)) (by positivity)
```

`StrictMonoOn ... (Set.Ici 0)` says that $0\le x<y$ implies $\tau(x)<\tau(y)$, where $x$ and $y$ are two wave numbers. Indeed $x^2<y^2$, so $1+4\lambda^2x^2<1+4\lambda^2y^2$; raising to the power $3/2$ preserves the order, as does multiplication by a positive constant. These are the steps `hsq`, `hbase` and `hpow`.

All other parameters, $\lambda$ included, stay fixed in this comparison. A change of carrier density that shifts the Fermi wave number and the screening length together is a different question.

## The ratio of the two rates

```lean
/-- For a nonzero screening length, the total scattering rate is `1 + 2 lam² k²` times the
momentum relaxation rate. -/
theorem totalRate_eq (n m hbar A k : ℝ) {lam : ℝ} (hl : lam ≠ 0) :
    totalRate n m hbar A lam k =
      (1 + 2 * lam ^ 2 * k ^ 2) * transportRate n m hbar A lam k := by
  unfold totalRate transportRate
  rw [rate_eq n m hbar A k hl, rate_eq n m hbar A k hl]
  have hb0 : 0 ≤ 4 * lam ^ 2 * k ^ 2 := by positivity
  obtain ⟨b, hbdef⟩ : ∃ b, b = 4 * lam ^ 2 * k ^ 2 := ⟨_, rfl⟩
  rw [← hbdef] at hb0 ⊢
  have hb : -1 < b := by linarith
  have hc : Continuous fun θ : ℝ => 1 / (1 + b * Real.sin (θ / 2) ^ 2) :=
    continuous_const.div (by fun_prop) fun θ => (denom_pos hb θ).ne'
  have h1 := hc.intervalIntegrable (μ := MeasureTheory.volume) 0 (2 * π)
  have h2 := ((continuous_transport hb).intervalIntegrable
    (μ := MeasureTheory.volume) 0 (2 * π)).const_mul (b / 2)
  -- split the unweighted integrand into the two integrals already related
  have hsplit : ∫ θ in (0 : ℝ)..(2 * π), 1 / (1 + b * Real.sin (θ / 2) ^ 2) ^ 2 =
      ∫ θ in (0 : ℝ)..(2 * π), (1 / (1 + b * Real.sin (θ / 2) ^ 2) -
        b / 2 * ((1 - Real.cos θ) / (1 + b * Real.sin (θ / 2) ^ 2) ^ 2)) := by
    apply intervalIntegral.integral_congr
    intro θ _
    have hD := (denom_pos hb θ).ne'
    have hcos : 1 - Real.cos θ = 2 * Real.sin (θ / 2) ^ 2 := by linarith [sin_half_sq θ]
    beta_reduce
    rw [hcos]
    field_simp
    ring
  rw [hsplit, intervalIntegral.integral_sub h1 h2, intervalIntegral.integral_const_mul,
    integral_by_parts hb, show 2 * lam ^ 2 * k ^ 2 = b / 2 by rw [hbdef]; ring]
  ring

end

end ScreenedDislocation
```

The total rate is $1+2\lambda^2k^2$ times the momentum relaxation rate. From $1=D-\tfrac b2(1-\cos\theta)$, division by $D^2$ gives
$$\frac1{D^2}=\frac1D-\frac b2\,\frac{1-\cos\theta}{D^2},$$
which is the identity behind `hsplit`. Integrating and using the relation $\int_0^{2\pi}d\theta/D=(1+b)I$,
$$\int_0^{2\pi}\frac{d\theta}{D^2}=(1+b)I-\frac b2I=\left(1+\frac b2\right)I,\qquad \frac b2=2\lambda^2k^2 .$$
Both rates carry the same prefactor, so the factor passes directly to them. When the rates are positive, it is the ratio of transport time to single-particle lifetime: it equals 1 at $k=0$, where scattering is isotropic, and exceeds 1 for every other $k$.

```lean
#print axioms ScreenedDislocation.transportTime_strictMonoOn
#print axioms ScreenedDislocation.totalRate_eq
```

```
'ScreenedDislocation.transportTime_strictMonoOn' depends on axioms: [propext, Classical.choice, Quot.sound]
'ScreenedDislocation.totalRate_eq' depends on axioms: [propext, Classical.choice, Quot.sound]
```
